# Modified Gram-Schmidt with unit vectors as a product of Householder reflections

Q: With one unit vector q, a Gram-Schmidt step splits a vector a into a coefficient r = q·a and a remainder w = a − r q. The map from a to w is a projection, and it loses information. Where is there an orthogonal transformation in it?

A: Keep the coefficient in an extra slot. Write the starting vector as (0, a), set v = (−1, q), and apply P = I − v vᵀ. Since v·(0, a) = q·a = r,

P (0, a) = (0, a) − r (−1, q) = (r, a − r q) = (r, w).

Also v·v = 1 + q·q = 2, so P is the Householder reflection I − 2 v vᵀ/(v·v). The projection is the lower part of a reflection in a space with one more dimension.

Q: One vector cannot fail to be orthogonal to the others. Give me two that are not orthogonal, with numbers.

A: Take q_0 = (1, 0), q_1 = (3/5, 4/5) and a = (2, 5). There are now two extra slots, and v_0 = (−1, 0; 1, 0), v_1 = (0, −1; 3/5, 4/5). The first dot product is 2 and the second is 4:

(0, 0; 2, 5) → (2, 0; 0, 5) → (2, 4; −12/5, 9/5).

The squared norms agree:

4 + 25 = 29 = 2² + 4² + (144 + 81)/25.

The final remainder is not orthogonal to q_0, because their dot product is −12/5. The norm is conserved all the same.

Q: Now the general argument, for m unit vectors.

A: Start from w_0 = a and let

r_k = q_k·w_k,

w_{k+1} = w_k − r_k q_k.

Put v_k = (−e_k, q_k), where e_k is the k-th unit vector of the m extra slots, and P_k = I − v_k v_kᵀ. Suppose that after j reflections the vector is

x_j = (r_0, …, r_{j−1}, 0, …, 0; w_j).

Slot j is still empty, so v_j·x_j = 0 + q_j·w_j = r_j. Subtracting r_j v_j writes r_j into slot j and turns w_j into w_{j+1}. This is the same form with j + 1 in place of j, and it holds at j = 0 because x_0 = (0, a). Nowhere did we need q_i·q_j = 0.

For orthogonality, P_k is symmetric and

P_kᵀ P_k = I − 2 v_k v_kᵀ + (v_k·v_k) v_k v_kᵀ = I + (q_k·q_k − 1) v_k v_kᵀ.

This is I exactly when q_k is a unit vector, since v_k v_kᵀ has a diagonal entry equal to 1. A product of orthogonal matrices preserves length, hence

|a|² = Σ r_k² + |w_m|².

Q: I could get that last line from Pythagoras, one step at a time.

A: You could. The matrix statement adds that a single orthogonal matrix, built from the q_k alone, does this for every a.

Q: Then let me see whether the Lean file says the same. What space are we in?

```lean
import Mathlib

open Matrix

namespace BjorckPaige

noncomputable section

variable {n : Type*} [Fintype n] [DecidableEq n]
```

A: The coordinates are labelled by an arbitrary finite type `n`, and a vector is a function `n → ℝ`. The inner product `⬝ᵥ` is the plain sum of products. So the vectors are real, and the coordinates refer to an orthonormal basis. Complex orbitals, or a basis with an overlap matrix, would need a different inner product.

Q: And the algorithm? I want the modified version, where each coefficient is taken with the current remainder.

```lean
/-- The running vector of modified Gram-Schmidt: step `k` removes from the current
remainder its component `(q_k · w) q_k`. -/
def mgsRem (q : ℕ → n → ℝ) (a : n → ℝ) : ℕ → n → ℝ
  | 0 => a
  | k + 1 => mgsRem q a k - (q k ⬝ᵥ mgsRem q a k) • q k

/-- The modified Gram-Schmidt coefficient `r_k = q_k · w_k`, taken with the current remainder. -/
def mgsCoef (q : ℕ → n → ℝ) (a : n → ℝ) (k : ℕ) : ℝ :=
  q k ⬝ᵥ mgsRem q a k
```

A: That is what `mgsCoef` does: `mgsRem q a k` is w_k, and the coefficient is its dot product with q_k, not that of the original a. In the example, q_1·a = 26/5, whereas r_1 = 4. The vectors form a sequence indexed by the natural numbers from 0, and the main theorem uses only the first m.

Q: Where are the extra slots?

```lean
/-- The augmented vector `v_k = (-e_k, q_k)` for `k < m`; for `k ≥ m` its slot part is zero. -/
def augVec (m : ℕ) (q : ℕ → n → ℝ) (k : ℕ) : Fin m ⊕ n → ℝ :=
  Sum.elim (fun i => if (i : ℕ) = k then -1 else 0) (q k)

/-- The matrix `P_k = I - v_k v_kᵀ` on the augmented space. -/
def reflector (m : ℕ) (q : ℕ → n → ℝ) (k : ℕ) : Matrix (Fin m ⊕ n) (Fin m ⊕ n) ℝ :=
  1 - vecMulVec (augVec m q k) (augVec m q k)

/-- The ordered product of the first `j` matrices `P_k`, the latest one on the left. -/
def reflectorProd (m : ℕ) (q : ℕ → n → ℝ) : ℕ → Matrix (Fin m ⊕ n) (Fin m ⊕ n) ℝ
  | 0 => 1
  | k + 1 => reflector m q k * reflectorProd m q k
```

A: The augmented space has index type `Fin m ⊕ n`, a disjoint union: m slots on the left and the original coordinates on the right. `Sum.elim f g` is the stacked vector (f, g). `augVec` is v_k, `reflector` is P_k, and `reflectorProd m q j` is P_{j−1}⋯P_0, with the latest factor on the left, so that P_0 acts first.

Q: Why not just number the coordinates from 1 to m + n?

A: The disjoint union keeps the slots and the original coordinates apart. With a single range, the original coordinates would be shifted by m. Here Mathlib's `Fintype.sum_sum_type` splits a sum over the augmented space into a sum over slots plus a sum over coordinates, which is how we computed v_j·x_j by hand. An equality of stacked vectors is likewise checked by `ext (i | i)`, which yields one goal for the slots and one for the original coordinates.

Q: Show me the single reflection first.

```lean
/-- `P_k` subtracts from `x` the vector `(v_k · x) v_k`. -/
theorem reflector_mulVec (m : ℕ) (q : ℕ → n → ℝ) (k : ℕ) (x : Fin m ⊕ n → ℝ) :
    reflector m q k *ᵥ x = x - (augVec m q k ⬝ᵥ x) • augVec m q k := by
  rw [reflector, Matrix.sub_mulVec, Matrix.one_mulVec]
  congr 1
  ext i
  simp only [Matrix.mulVec, dotProduct, Matrix.vecMulVec_apply, Pi.smul_apply, smul_eq_mul,
    Finset.sum_mul]
  apply Finset.sum_congr rfl
  intro j _
  ring

omit [DecidableEq n] in
/-- For `k < m`, the squared length of `v_k` is one plus the squared length of `q_k`. -/
theorem augVec_dot_self {m k : ℕ} (q : ℕ → n → ℝ) (hk : k < m) :
    augVec m q k ⬝ᵥ augVec m q k = 1 + q k ⬝ᵥ q k := by
  have h : ∑ i : Fin m, (if (i : ℕ) = k then (-1 : ℝ) else 0) *
      (if (i : ℕ) = k then (-1 : ℝ) else 0) = 1 := by
    rw [Finset.sum_eq_single (⟨k, hk⟩ : Fin m)]
    · simp
    · intro b _ hb
      have hb' : (b : ℕ) ≠ k := fun h => hb (Fin.ext h)
      simp [hb']
    · simp
  simp only [augVec, dotProduct, Fintype.sum_sum_type, Sum.elim_inl, Sum.elim_inr, h]

/-- For `k < m`, the matrix `P_k` is orthogonal exactly when `q_k` is a unit vector. -/
theorem reflector_orthogonal_iff {m k : ℕ} (q : ℕ → n → ℝ) (hk : k < m) :
    (reflector m q k)ᵀ * reflector m q k = 1 ↔ q k ⬝ᵥ q k = 1 := by
  have hT : (vecMulVec (augVec m q k) (augVec m q k))ᵀ
      = vecMulVec (augVec m q k) (augVec m q k) := by
    ext i j
    simp only [Matrix.transpose_apply, Matrix.vecMulVec_apply]
    ring
  have hsq : vecMulVec (augVec m q k) (augVec m q k) * vecMulVec (augVec m q k) (augVec m q k)
      = (augVec m q k ⬝ᵥ augVec m q k) • vecMulVec (augVec m q k) (augVec m q k) := by
    ext i j
    simp only [Matrix.mul_apply, Matrix.vecMulVec_apply, Matrix.smul_apply, smul_eq_mul,
      dotProduct, Finset.sum_mul]
    apply Finset.sum_congr rfl
    intro l _
    ring
  -- the defect from orthogonality is a multiple of `v vᵀ`
  have hgram : (reflector m q k)ᵀ * reflector m q k
      = 1 + (1 + q k ⬝ᵥ q k - 2) • vecMulVec (augVec m q k) (augVec m q k) := by
    rw [← augVec_dot_self q hk, reflector, Matrix.transpose_sub, Matrix.transpose_one, hT]
    simp only [sub_mul, mul_sub, one_mul, mul_one, hsq]
    module
  rw [hgram]
  constructor
  · intro h
    have h1 := congrFun (congrFun h (Sum.inl ⟨k, hk⟩)) (Sum.inl ⟨k, hk⟩)
    simp [augVec, Matrix.vecMulVec_apply] at h1
    linarith
  · intro h
    have h0 : 1 + q k ⬝ᵥ q k - 2 = 0 := by linarith
    rw [h0, zero_smul, add_zero]
```

A: The first lemma is P_k x = x − (v_k·x) v_k, checked entry by entry. The second is v_k·v_k = 1 + q_k·q_k, where `Finset.sum_eq_single` picks out the only non-zero slot. In the third, `hsq` is the identity (v vᵀ)² = (v·v) v vᵀ, and `hgram` is the formula for P_kᵀ P_k above. For the forward direction the proof reads off the diagonal entry in slot k, which forces q_k·q_k = 1. For the converse the coefficient of v vᵀ vanishes.

Q: So unit length is necessary as well as sufficient. What about the product?

```lean
/-- For unit vectors `q_k`, the product of the first `j ≤ m` matrices `P_k` is orthogonal. -/
theorem reflectorProd_orthogonal {m : ℕ} (q : ℕ → n → ℝ) (hq : ∀ k < m, q k ⬝ᵥ q k = 1)
    (j : ℕ) (hj : j ≤ m) : (reflectorProd m q j)ᵀ * reflectorProd m q j = 1 := by
  induction j with
  | zero => simp [reflectorProd]
  | succ k ih =>
    have hP := (reflector_orthogonal_iff q (show k < m by omega)).2 (hq k (by omega))
    rw [reflectorProd, Matrix.transpose_mul, Matrix.mul_assoc,
      ← Matrix.mul_assoc (reflector m q k)ᵀ, hP, Matrix.one_mul]
    exact ih (by omega)
```

A: This is induction on the number of factors. In (P_k M)ᵀ(P_k M) = Mᵀ P_kᵀ P_k M the inner pair cancels, which leaves the case already known for M.

Q: And the claim that the slots fill up one by one?

```lean
/-- The product of the first `j` matrices `P_k` maps `(0, a)` to the vector with `r_i` in each slot
`i < j`, zero in the other slots, and the remainder `w_j` below. -/
theorem reflectorProd_mulVec (m : ℕ) (q : ℕ → n → ℝ) (a : n → ℝ) (j : ℕ) :
    reflectorProd m q j *ᵥ Sum.elim (0 : Fin m → ℝ) a
      = Sum.elim (fun i : Fin m => if (i : ℕ) < j then mgsCoef q a i else 0)
          (mgsRem q a j) := by
  induction j with
  | zero =>
    rw [reflectorProd, Matrix.one_mulVec]
    ext (i | i) <;> simp [mgsRem]
  | succ k ih =>
    -- slot `k` is still empty, so `v_k` only sees the remainder
    have hd : augVec m q k ⬝ᵥ Sum.elim
        (fun i : Fin m => if (i : ℕ) < k then mgsCoef q a i else 0) (mgsRem q a k)
        = mgsCoef q a k := by
      have h0 : ∑ i : Fin m, (if (i : ℕ) = k then (-1 : ℝ) else 0) *
          (if (i : ℕ) < k then mgsCoef q a i else 0) = 0 := by
        apply Finset.sum_eq_zero
        intro i _
        by_cases h : (i : ℕ) = k <;> simp [h]
      simp only [augVec, dotProduct, Fintype.sum_sum_type, Sum.elim_inl, Sum.elim_inr, h0,
        zero_add]
      rfl
    rw [reflectorProd, ← Matrix.mulVec_mulVec, ih, reflector_mulVec, hd]
    ext (i | i)
    · simp only [Pi.sub_apply, Pi.smul_apply, Sum.elim_inl, augVec, smul_eq_mul]
      rcases lt_trichotomy (i : ℕ) k with h | h | h
      · rw [if_pos h, if_neg h.ne, if_pos (show (i : ℕ) < k + 1 by omega)]
        ring
      · rw [if_neg (show ¬ (i : ℕ) < k by omega), if_pos h,
          if_pos (show (i : ℕ) < k + 1 by omega), h]
        ring
      · rw [if_neg (show ¬ (i : ℕ) < k by omega), if_neg h.ne',
          if_neg (show ¬ (i : ℕ) < k + 1 by omega)]
        ring
    · simp only [Pi.sub_apply, Pi.smul_apply, Sum.elim_inr, augVec, mgsRem, mgsCoef]
```

A: The right-hand side is x_j: coefficient i if i < j, zero otherwise, and w_j below. The fact `hd` is v_k·x_k = r_k, and its inner part `h0` says that the slots contribute nothing because slot k is still empty. After the update, `lt_trichotomy` separates the slots before k, which keep their coefficient, slot k, which receives r_k, and the later ones, which stay zero. There is no unit-length hypothesis here. The bookkeeping is valid for any q_k; normalisation is what makes the matrices orthogonal.

Q: Now the main theorem.

```lean
/-- For unit vectors `q_k`, not necessarily orthogonal, each `P_k` is orthogonal, their product maps
`(0, a)` to the modified Gram-Schmidt coefficients and remainder, and the squared norm of `a` is the
sum of the squares of these. -/
theorem bjorck_paige {m : ℕ} (q : ℕ → n → ℝ) (hq : ∀ k < m, q k ⬝ᵥ q k = 1) (a : n → ℝ) :
    (∀ k < m, (reflector m q k)ᵀ * reflector m q k = 1) ∧
    reflectorProd m q m *ᵥ Sum.elim (0 : Fin m → ℝ) a
      = Sum.elim (fun i : Fin m => mgsCoef q a i) (mgsRem q a m) ∧
    a ⬝ᵥ a = ∑ i : Fin m, mgsCoef q a i ^ 2 + mgsRem q a m ⬝ᵥ mgsRem q a m := by
  have h : reflectorProd m q m *ᵥ Sum.elim (0 : Fin m → ℝ) a
      = Sum.elim (fun i : Fin m => mgsCoef q a i) (mgsRem q a m) := by
    rw [reflectorProd_mulVec]
    congr 1
    funext i
    exact if_pos i.isLt
  refine ⟨fun k hk => (reflector_orthogonal_iff q hk).2 (hq k hk), h, ?_⟩
  -- an orthogonal matrix preserves the squared length of `(0, a)`
  have hn : (reflectorProd m q m *ᵥ Sum.elim (0 : Fin m → ℝ) a) ⬝ᵥ
      (reflectorProd m q m *ᵥ Sum.elim (0 : Fin m → ℝ) a)
      = Sum.elim (0 : Fin m → ℝ) a ⬝ᵥ Sum.elim (0 : Fin m → ℝ) a := by
    rw [Matrix.dotProduct_mulVec, ← Matrix.mulVec_transpose, Matrix.mulVec_mulVec,
      reflectorProd_orthogonal q hq m le_rfl, Matrix.one_mulVec]
  rw [h] at hn
  simp only [dotProduct, Fintype.sum_sum_type, Sum.elim_inl, Sum.elim_inr, Pi.zero_apply,
    mul_zero, Finset.sum_const_zero, zero_add] at hn
  simp only [dotProduct, pow_two]
  exact hn.symm
```

A: The hypothesis `hq` says that each q_k with k < m has length one, and nothing is assumed about the angles between them. The conclusion has three parts: each P_k is orthogonal, the full product sends (0, a) to (r, w_m), and the squared norm of a is the sum of the squared coefficients plus that of the remainder. The second part is the previous lemma at j = m. For the third, `hn` moves the product across the dot product, where it meets its transpose and gives the identity; splitting the sums then yields the formula. For m = 0 there are no slots and the remainder is a itself.

Q: Björck and Paige are usually cited for rounding errors. I see none here.

A: There are none. Their names are attached to the observation that modified Gram-Schmidt behaves numerically like Householder QR on a matrix with a zero block on top. The file contains the exact algebraic identity underneath that observation, over the real numbers, with no error bounds and no claim about stability. It is relevant to Lanczos and Davidson codes because their basis vectors can lose orthogonality through rounding. If a real vector is run through modified Gram-Schmidt against such a basis, with basis vectors of exactly unit length and all dot products and subtractions exact, the squared coefficients and the squared length of the remainder still add up to the squared length of the vector.

Q: Can I at least recover a from what was removed?

```lean
omit [DecidableEq n] in
/-- The vector `a` is the sum of the removed components `r_k q_k` and the remainder. -/
theorem mgs_reconstruct (q : ℕ → n → ℝ) (a : n → ℝ) (j : ℕ) :
    a = ∑ k ∈ Finset.range j, mgsCoef q a k • q k + mgsRem q a j := by
  induction j with
  | zero => simp [mgsRem]
  | succ k ih =>
    refine ih.trans ?_
    simp only [Finset.sum_range_succ, mgsRem, mgsCoef]
    abel
```

A: Yes, a = Σ r_k q_k + w_j after any number j of steps, again for arbitrary q_k. Each step takes r_k q_k out of the remainder and adds it to the sum, so the total doesn't change; the induction says just that. In the example,

2 (1, 0) + 4 (3/5, 4/5) + (−12/5, 9/5) = (2, 5).

Q: You said Householder QR. So far I see one vector a and no triangular matrix.

```lean
/-- Triangular column: if the remainder of `a` at step `j` is `ρ q_j` with `q_j` a unit vector,
the product of all `P_k` maps `(0, a)` to a column with entries `r_i` above position `j`,
`ρ` at position `j`, and zeros below. -/
theorem householder_qr_column {m j : ℕ} (q : ℕ → n → ℝ) (a : n → ℝ) (ρ : ℝ) (hj : j < m)
    (hq : q j ⬝ᵥ q j = 1) (hrem : mgsRem q a j = ρ • q j) :
    reflectorProd m q m *ᵥ Sum.elim (0 : Fin m → ℝ) a
      = Sum.elim (fun i : Fin m => if (i : ℕ) < j then mgsCoef q a i
          else if (i : ℕ) = j then ρ else 0) (0 : n → ℝ) := by
  -- once the direction `q_j` is removed nothing is left
  have hz : ∀ k, j < k → mgsRem q a k = 0 := by
    intro k
    induction k with
    | zero => intro h; omega
    | succ k ih =>
      intro h
      rcases (show j < k ∨ k = j by omega) with h' | h'
      · rw [mgsRem, ih h']
        simp
      · rw [h', mgsRem, hrem, dotProduct_smul, hq]
        simp
  rw [reflectorProd_mulVec, hz m hj]
  congr 1
  funext i
  rw [if_pos i.isLt]
  rcases lt_trichotomy (i : ℕ) j with h | h | h
  · rw [if_pos h]
  · rw [if_neg (show ¬ (i : ℕ) < j by omega), if_pos h, h, mgsCoef, hrem, dotProduct_smul, hq]
    simp
  · rw [if_neg (show ¬ (i : ℕ) < j by omega), if_neg h.ne', mgsCoef, hz i h]
    simp

end

end BjorckPaige
```

A: When modified Gram-Schmidt computes a QR factorisation, the q_j come from the columns themselves: the column that generates q_j has, at step j, a remainder w_j = ρ q_j, where ρ is the length of w_j. This is the hypothesis `hrem`. Then

r_j = q_j·(ρ q_j) = ρ,

w_{j+1} = ρ q_j − ρ q_j = 0,

and all later coefficients and remainders vanish. The fact `hz` is this vanishing, and the three cases at the end sort the slots into those before j, j itself, and those after. The image of (0, a) has r_0, …, r_{j−1}, then ρ, then zeros, and a zero lower block: column j of an upper triangular factor.

Q: For one column.

A: For one column, with only q_j required to be a unit vector. If a matrix A has m columns and column j satisfies the hypothesis at step j, for each j from 0 to m − 1, placing the images side by side gives an upper triangular R above a zero block. With all the q_k normalised, the product that takes (0; A) to (R; 0) is orthogonal, and that is a QR factorisation of the augmented matrix by Householder reflections.

```lean
#print axioms BjorckPaige.bjorck_paige
#print axioms BjorckPaige.mgs_reconstruct
#print axioms BjorckPaige.householder_qr_column
```

```
'BjorckPaige.bjorck_paige' depends on axioms: [propext, Classical.choice, Quot.sound]
'BjorckPaige.mgs_reconstruct' depends on axioms: [propext, Classical.choice, Quot.sound]
'BjorckPaige.householder_qr_column' depends on axioms: [propext, Classical.choice, Quot.sound]
```
